# In atomic units, an electron at the origin at t = 0 with canonical momentum p in the vector potential A₀ cos(ωt) e (e a unit vector, A₀, ω > 0) reaches |r × p| = A₀|p|/ω exactly when p ⊥ e

The lemma treats a classical, non-relativistic electron in atomic units (mass 1, charge −1) that starts at the origin at time zero. It moves with velocity p + A(t), where p is the constant canonical momentum and the vector potential A(t) = A₀ cos(ωt) e is the same everywhere in space. With e a unit vector and A₀ and ω positive, the lemma states that the canonical angular momentum r × p has length A₀|p|/ω at some time if and only if p·e = 0. For the forward direction, the attempt uses the formula |r × p| = (A₀/ω) |sin ωt| |p × e| and the bound |sin ωt| ≤ 1 to get |p| ≤ |p × e|. It then squares this and compares it with |p × e|² = |p|² − (p·e)², which leaves no room for a nonzero p·e. For the converse it takes the time π/(2ω), a quarter period after the start, when the sine is 1.

An attempt in Lean 4 with a fault in it:

```lean
import Mathlib

open Matrix
open scoped Real

namespace ElectronInOscillatingField

noncomputable section

/-- Euclidean length of a vector in three-dimensional space. -/
def len (v : Fin 3 → ℝ) : ℝ := √(v ⬝ᵥ v)

/-- Velocity `p + A(t)` in the vector potential `A(t) = A₀ cos(ωt) e`. -/
def velocity (p e : Fin 3 → ℝ) (A₀ ω t : ℝ) : Fin 3 → ℝ :=
  p + (A₀ * Real.cos (ω * t)) • e

/-- The path `r` starts at the origin and obeys the equation of motion `r' = p + A(t)`. -/
def IsTrajectory (p e : Fin 3 → ℝ) (A₀ ω : ℝ) (r : ℝ → Fin 3 → ℝ) : Prop :=
  r 0 = 0 ∧ ∀ t, HasDerivAt r (velocity p e A₀ ω t) t

/-- Uniform drift along `p` plus a quiver motion along `e`. -/
def orbit (p e : Fin 3 → ℝ) (A₀ ω t : ℝ) : Fin 3 → ℝ :=
  t • p + (A₀ / ω * Real.sin (ω * t)) • e

variable {p e : Fin 3 → ℝ} {A₀ ω : ℝ} {r : ℝ → Fin 3 → ℝ}

/-- The squared length of a vector is its dot product with itself. -/
theorem len_sq (v : Fin 3 → ℝ) : len v ^ 2 = v ⬝ᵥ v :=
  Real.sq_sqrt (Finset.sum_nonneg fun i _ => mul_self_nonneg (v i))

/-- Scaling a vector by `c` scales its length by `|c|`. -/
theorem len_smul (c : ℝ) (v : Fin 3 → ℝ) : len (c • v) = |c| * len v := by
  unfold len
  rw [smul_dotProduct, dotProduct_smul, smul_eq_mul, smul_eq_mul, ← mul_assoc,
    Real.sqrt_mul (mul_self_nonneg c), Real.sqrt_mul_self_eq_abs]

/-- For a unit vector `e`, the squared length of `p × e` is `|p|² - (p·e)²`. -/
theorem cross_self_dot (he : e ⬝ᵥ e = 1) :
    (p ⨯₃ e) ⬝ᵥ (p ⨯₃ e) = p ⬝ᵥ p - (p ⬝ᵥ e) ^ 2 := by
  rw [cross_dot_cross, he, dotProduct_comm e p]
  ring

/-- The equation of motion with start at the origin has exactly one solution,
drift plus quiver motion. -/
theorem isTrajectory_iff (hω : 0 < ω) :
    IsTrajectory p e A₀ ω r ↔ r = orbit p e A₀ ω := by
  have h00 : orbit p e A₀ ω 0 = 0 := by simp [orbit]
  have ho : ∀ t, HasDerivAt (orbit p e A₀ ω) (velocity p e A₀ ω t) t := by
    intro t
    have h0 : HasDerivAt (fun s : ℝ => ω * s) ω t := by
      simpa using (hasDerivAt_id' t).const_mul ω
    have h1 : HasDerivAt (fun s => A₀ / ω * Real.sin (ω * s)) (A₀ * Real.cos (ω * t)) t :=
      (h0.sin.const_mul (A₀ / ω)).congr_deriv (by field_simp)
    rw [hasDerivAt_pi]
    intro i
    have h2 := ((hasDerivAt_id' t).mul_const (p i)).fun_add (h1.mul_const (e i))
    exact h2.congr_deriv (by simp [velocity])
  constructor
  · rintro ⟨h0, h⟩
    -- the difference of two solutions has zero derivative, hence is constant
    have hd : ∀ t, HasDerivAt (fun s => r s - orbit p e A₀ ω s) 0 t := fun t =>
      ((h t).fun_sub (ho t)).congr_deriv (sub_self _)
    funext t
    have hc : r t - orbit p e A₀ ω t = r 0 - orbit p e A₀ ω 0 :=
      is_const_of_deriv_eq_zero (fun t => (hd t).differentiableAt) (fun t => (hd t).deriv) t 0
    rw [h0, h00, sub_zero] at hc
    exact sub_eq_zero.mp hc
  · rintro rfl
    exact ⟨h00, ho⟩

/-- The canonical angular momentum `r × p` has length `(A₀/ω) |sin ωt| |p × e|`. -/
theorem len_canonical (hA : 0 < A₀) (hω : 0 < ω) (hr : IsTrajectory p e A₀ ω r) (t : ℝ) :
    len (r t ⨯₃ p) = A₀ / ω * |Real.sin (ω * t)| * len (p ⨯₃ e) := by
  have h : r t ⨯₃ p = (-(A₀ / ω * Real.sin (ω * t))) • (p ⨯₃ e) := by
    rw [(isTrajectory_iff hω).mp hr]
    ext i
    fin_cases i <;> simp [orbit, cross_apply] <;> ring
  rw [h, len_smul, abs_neg, abs_mul, abs_of_pos (div_pos hA hω)]

/-- The canonical angular momentum reaches the length `A₀|p|/ω` at some time exactly when
`p` is orthogonal to the polarisation `e`. -/
theorem canonical_bound_attained_iff (he : e ⬝ᵥ e = 1) (hA : 0 < A₀) (hω : 0 < ω)
    (hr : IsTrajectory p e A₀ ω r) :
    (∃ t, len (r t ⨯₃ p) = A₀ * len p / ω) ↔ p ⬝ᵥ e = 0 := by
  constructor
  · rintro ⟨t, h⟩
    rw [len_canonical hA hω hr] at h
    have h1 : |Real.sin (ω * t)| * len (p ⨯₃ e) = len p :=
      mul_left_cancel₀ (div_pos hA hω).ne' (by linear_combination h)
    have hL : 0 ≤ len (p ⨯₃ e) := Real.sqrt_nonneg _
    have h2 : len p ≤ len (p ⨯₃ e) := by
      have := mul_le_mul_of_nonneg_right (Real.abs_sin_le_one (ω * t)) hL
      linarith
    have h3 := pow_le_pow_left₀ (Real.sqrt_nonneg _ : 0 ≤ len p) h2 2
    rw [len_sq, len_sq, cross_self_dot he] at h3
    exact (pow_eq_zero_iff two_ne_zero).mp (le_antisymm (by linarith) (sq_nonneg _))
  · intro h
    have h1 : len (p ⨯₃ e) = len p := by
      unfold len
      rw [cross_self_dot he, h]
      simp
    -- a quarter period after the start the quiver displacement is largest
    refine ⟨π / (2 * ω), ?_⟩
    rw [len_canonical hA hω hr, show ω * (π / (2 * ω)) = π / 2 by field_simp,
      Real.sin_pi_div_two, abs_one, h1]
    ring

end

end ElectronInOscillatingField
```

Compiling this gives:

```
Main.lean:95:16: error: Tactic `rewrite` failed: Did not find an occurrence of the pattern
  len ?v ^ 2
in the target expression
  √(p ⬝ᵥ p) ^ 2 ≤ (crossProduct p) e ⬝ᵥ (crossProduct p) e

case mp
p e : Fin 3 → ℝ
A₀ ω : ℝ
r : ℝ → Fin 3 → ℝ
he : e ⬝ᵥ e = 1
hA : 0 < A₀
hω : 0 < ω
hr : IsTrajectory p e A₀ ω r
t : ℝ
h : A₀ / ω * |Real.sin (ω * t)| * len ((crossProduct p) e) = A₀ * len p / ω
h1 : |Real.sin (ω * t)| * len ((crossProduct p) e) = len p
hL : 0 ≤ len ((crossProduct p) e)
h2 : len p ≤ len ((crossProduct p) e)
h3 : √(p ⬝ᵥ p) ^ 2 ≤ (crossProduct p) e ⬝ᵥ (crossProduct p) e
⊢ p ⬝ᵥ e = 0
```

After these edits no error is left:

```diff
@@ -92,5 +92,5 @@
       have := mul_le_mul_of_nonneg_right (Real.abs_sin_le_one (ω * t)) hL
       linarith
-    have h3 := pow_le_pow_left₀ (Real.sqrt_nonneg _ : 0 ≤ len p) h2 2
+    have h3 : len p ^ 2 ≤ len (p ⨯₃ e) ^ 2 := pow_le_pow_left₀ (Real.sqrt_nonneg _) h2 2
     rw [len_sq, len_sq, cross_self_dot he] at h3
     exact (pow_eq_zero_iff two_ne_zero).mp (le_antisymm (by linarith) (sq_nonneg _))
```

Cause. The error is at the second `len_sq` in the `rw`, which finds no `len ?v ^ 2` left in `h3`. The first `len_sq` has already rewritten the right-hand side, while the left-hand side reads `√(p ⬝ᵥ p) ^ 2`. This is `len p ^ 2` with the definition of `len` unfolded, but `rw` does not unfold `len` to find its pattern.

The square root came in through `Real.sqrt_nonneg _`. The ascription `0 ≤ len p` had Lean check that this term fits, but did not change the term's own type, which speaks of `√(p ⬝ᵥ p)`. As `h3` had no stated type, its left-hand side was taken from there.

The repair states `h3` as `len p ^ 2 ≤ len (p ⨯₃ e) ^ 2`. Lean still accepts the proof, since the two forms are equal by definition, but `h3` now keeps the stated form, and the two `len_sq` steps rewrite one side each. Dropping the ascription is mere tidying, since the stated type already fixes what is to be proved.
